# Signed maximal minors solve p homogeneous linear equations in p + 1 real amplitudes

Take p homogeneous linear conditions on p + 1 real amplitudes, and let the p × (p + 1) matrix `B` hold their coefficients. The lemma says that one solution is given by the determinants left when each column of `B` is deleted in turn, taken with alternating signs. The solution is not normalised, and since nothing is assumed about the rank of `B`, it may be the zero vector. The proof takes one row `s` of `B` and puts a second copy of it on top of the matrix, which makes a square matrix with two equal rows and so with determinant zero. Expanding that determinant along its top row should give the condition for row `s`.

The first attempt, which Lean rejects:

```lean
import Mathlib

open Matrix

namespace SignedMinorsKernel

variable {p : ℕ}

/-- The maximal minors of a matrix with one more column than rows, taken with alternating signs,
form a vector that the matrix annihilates. -/
theorem signed_minors_kernel (B : Matrix (Fin p) (Fin (p + 1)) ℝ) :
    B *ᵥ (fun r => (-1) ^ (r : ℕ) * (B.submatrix id r.succAbove).det) = 0 := by
  funext s
  -- repeat row `s` on top of the matrix: the determinant vanishes
  let N : Matrix (Fin (p + 1)) (Fin (p + 1)) ℝ :=
    Matrix.of (Fin.cons (α := fun _ => Fin (p + 1) → ℝ) (B s) (fun i => B i))
  have h0 : N.det = 0 := Matrix.det_zero_of_row_eq (Fin.succ_ne_zero s).symm rfl
  rw [Matrix.det_succ_row_zero] at h0
  refine Eq.trans (Finset.sum_congr rfl fun r _ => ?_) h0
  have h1 : N 0 r = B s r := rfl
  have h2 : N.submatrix Fin.succ r.succAbove = B.submatrix id r.succAbove := rfl
  rw [h1, h2]
  ring

end SignedMinorsKernel
```

Messages:

```
Main.lean:19:18: error: Application type mismatch: The argument
  Finset.sum_congr rfl fun r x => ?m.124
has type
  Finset.sum ?m.121 ?m.118 = Finset.sum ?m.121 ?m.119
but is expected to have type
  (B *ᵥ fun r => (-1) ^ ↑r * (B.submatrix id r.succAbove).det) s = ?m.111
in the application
  Eq.trans (Finset.sum_congr rfl fun r x => ?m.124)
Main.lean:20:2: error: No goals to be solved
```

What went wrong. The first message concerns the left side of the goal. After `funext s` it is entry `s` of a matrix-vector product, written with `*ᵥ`, while `Finset.sum_congr` proves an equation between two `Finset.sum` expressions. The product is by definition such a sum, but Lean did not unfold it while matching the types, so it rejected the argument to `Eq.trans`.

The second message, "No goals to be solved", follows from the first. Once the `refine` had failed, Lean went on with no goal left open, and the next line, `have h1`, had nothing to work on.

The added `change` line restates the goal as an explicit sum over `r` equal to 0, which Lean accepts because the two forms agree by definition. `Finset.sum_congr` now meets a sum on the left, and `h0` supplies the sum on the other side and its value, zero. The `refine` then leaves the equality of the individual terms as a goal, which the remaining lines prove unchanged.

As a diff, the version that Lean accepts:

```diff
@@ -17,4 +17,5 @@
   have h0 : N.det = 0 := Matrix.det_zero_of_row_eq (Fin.succ_ne_zero s).symm rfl
   rw [Matrix.det_succ_row_zero] at h0
+  change ∑ r : Fin (p + 1), B s r * ((-1) ^ (r : ℕ) * (B.submatrix id r.succAbove).det) = 0
   refine Eq.trans (Finset.sum_congr rfl fun r _ => ?_) h0
   have h1 : N 0 r = B s r := rfl
```
